# The zero-temperature density matrix of one-dimensional free electrons does not decay exponentially

Let electrons of one spin fill all plane waves on a line with wavevectors from $-1$ to $1$. The density matrix between two points a distance $x>0$ apart is then $\rho(x)=\sin(x)/(\pi x)$. At the separations $x_n=(n+\tfrac12)\pi$, with $n=0,1,2,\dots$, the sine is $\pm1$ and

$$|\rho(x_n)|=\frac{1}{\pi x_n}=\frac{2}{(2n+1)\pi^2}.$$

These values fall in the proportions $1,\tfrac13,\tfrac15,\dots$, so the ratio of each to the one before tends to 1. Multiplying by $e^{cx}$ with $c>0$ turns that limiting ratio into $e^{c\pi}>1$, and the products grow without bound. The proof below for a general Fermi wavevector and decay rate rests on the same fact: arbitrarily far out there are points where $|\rho(x)|$ equals $1/(\pi x)$.

## A sharply filled Fermi sea on an infinite line

```lean
import Mathlib

open Real Filter

namespace FreeElectronDensityMatrix
```

For a real Fermi wavevector $k$ and separation $x$, the density matrix is

$$\rho(x)=\frac{1}{2\pi}\int_{-k}^{k}e^{iqx}\,dq .$$

```lean
/-- The density matrix of one-dimensional free electrons at separation `x`: the plane waves
`exp(iqx)` summed over the occupied wavevectors from `-k` to `k`, divided by `2π`. -/
noncomputable def densityMatrix (k x : ℝ) : ℂ :=
  1 / (2 * (π : ℂ)) * ∫ q in (-k)..k, Complex.exp (Complex.I * q * x)
```

In Lean this is `densityMatrix k x`, a complex number; the bars `‖ ‖` in the theorems denote its modulus. The definition describes one spin channel of non-interacting electrons in a uniform potential at zero temperature, with every state inside the Fermi points occupied and every state outside empty. Interactions, thermal smearing, a lattice potential, finite chains and higher dimensions are not covered.

## Nonzero separation, $x\neq0$

The condition says that two distinct points are compared. By hand it is used when the exponential is integrated, since the antiderivative has $ix$ in its denominator:

$$\int_{-k}^{k}e^{iqx}\,dq=\frac{e^{ikx}-e^{-ikx}}{ix}=\frac{2i\sin(kx)}{ix}=\frac{2\sin(kx)}{x}.$$

Dividing by $2\pi$ gives $\rho(x)=\sin(kx)/(\pi x)$, for every real $k$.

```lean
/-- At nonzero separation the density matrix equals `sin(kx)/(πx)`. -/
theorem densityMatrix_eq (k : ℝ) {x : ℝ} (hx : x ≠ 0) :
    densityMatrix k x = ((Real.sin (k * x) / (π * x) : ℝ) : ℂ) := by
  have hxc : (x : ℂ) ≠ 0 := Complex.ofReal_ne_zero.mpr hx
  have hpi : (π : ℂ) ≠ 0 := Complex.ofReal_ne_zero.mpr Real.pi_ne_zero
  have hI : Complex.I ≠ 0 := Complex.I_ne_zero
  -- Euler's formula at the two Fermi points
  have hs : Complex.exp (Complex.I * x * (k : ℂ)) - Complex.exp (Complex.I * x * ((-k : ℝ) : ℂ))
      = 2 * Complex.I * Complex.sin ((k : ℂ) * x) := by
    have h1 : Complex.I * x * (k : ℂ) = ((k : ℂ) * x) * Complex.I := by ring
    have h2 : Complex.I * x * ((-k : ℝ) : ℂ) = (-((k : ℂ) * x)) * Complex.I := by
      push_cast
      ring
    rw [h1, h2, Complex.exp_mul_I, Complex.exp_mul_I, Complex.cos_neg, Complex.sin_neg]
    ring
  have hint : ∫ q in (-k)..k, Complex.exp (Complex.I * q * x)
      = 2 * Complex.I * Complex.sin ((k : ℂ) * x) / (Complex.I * x) := by
    rw [← hs, ← integral_exp_mul_complex (mul_ne_zero hI hxc)]
    congr 1
    funext q
    congr 1
    ring
  rw [densityMatrix, hint]
  push_cast
  field_simp
```

The proof takes the same route. `hs` is Euler's formula at the two Fermi points, and `hint` is the integral, where `hx` supplies the nonzero factor $ix$.

At $x=0$ the integrand is 1, the integral is $2k$, and $\rho(0)=k/\pi$, which for $k\ge0$ is the electron density per spin channel. For $k\neq0$ the closed form would miss this value, because Lean evaluates $0/0$ as 0.

```lean
/-- At zero separation the density matrix equals `k/π`. -/
theorem densityMatrix_zero (k : ℝ) : densityMatrix k 0 = (k : ℂ) / π := by
  have hpi : (π : ℂ) ≠ 0 := Complex.ofReal_ne_zero.mpr Real.pi_ne_zero
  have hint : ∫ q in (-k)..k, Complex.exp (Complex.I * q * ((0 : ℝ) : ℂ)) = 2 * (k : ℂ) := by
    simp
    ring
  rw [densityMatrix, hint]
  field_simp
```

Taking the modulus for $x\neq0$ gives $|\rho(x)|=|\sin(kx)|/(\pi|x|)$.

```lean
/-- At nonzero separation the magnitude of the density matrix is `|sin(kx)|/(π|x|)`. -/
theorem norm_densityMatrix (k : ℝ) {x : ℝ} (hx : x ≠ 0) :
    ‖densityMatrix k x‖ = |Real.sin (k * x)| / (π * |x|) := by
  rw [densityMatrix_eq k hx, Complex.norm_real, Real.norm_eq_abs, abs_div, abs_mul,
    abs_of_pos Real.pi_pos]
```

For $x>0$, the bound $|\sin(kx)|\le1$ then yields the envelope $|\rho(x)|\le1/(\pi x)$. Positivity matters here: for negative $x$ the right-hand side would be negative.

```lean
/-- At positive separation the magnitude of the density matrix is at most `1/(πx)`. -/
theorem norm_densityMatrix_le (k : ℝ) {x : ℝ} (hx : 0 < x) :
    ‖densityMatrix k x‖ ≤ 1 / (π * x) := by
  rw [norm_densityMatrix k hx.ne', abs_of_pos hx]
  have hp : 0 < π * x := mul_pos Real.pi_pos hx
  rw [div_le_div_iff₀ hp hp]
  exact mul_le_mul_of_nonneg_right (Real.abs_sin_le_one _) hp.le
```

## Electrons present, $k>0$, and a window starting at $R\ge0$

The condition $k>0$ says that the Fermi sea is not empty. Since the density is $k/\pi$, the length $\pi/k$ is the mean spacing of electrons of the same spin. Every window $(R,R+\pi/k]$ of that width, starting at $R\ge0$, contains a point where the envelope is reached.

To find it, let $n$ be the integer part of $kR/\pi+\tfrac12$. Then

$$(n-\tfrac12)\pi\le kR<(n+\tfrac12)\pi .$$

Set $x=(n+\tfrac12)\pi/k$. Dividing the inequalities by $k>0$ gives $R<x\le R+\pi/k$. At this point $\cos(kx)=0$, so $\sin^2(kx)=1$ and $|\rho(x)|=1/(\pi x)$.

```lean
/-- For `k > 0` and `R ≥ 0`, some separation between `R` and `R + π/k` has a density matrix
of magnitude exactly `1/(πx)`. -/
theorem exists_peak {k R : ℝ} (hk : 0 < k) (hR : 0 ≤ R) :
    ∃ x, R < x ∧ x ≤ R + π / k ∧ ‖densityMatrix k x‖ = 1 / (π * x) := by
  have hpi := Real.pi_pos
  obtain ⟨n, h1, h2⟩ : ∃ n : ℕ, (n : ℝ) ≤ k * R / π + 1 / 2 ∧ k * R / π + 1 / 2 < n + 1 :=
    ⟨⌊k * R / π + 1 / 2⌋₊, Nat.floor_le (by positivity), Nat.lt_floor_add_one _⟩
  have h3 : ((n : ℝ) - 1 / 2) * π ≤ k * R := (le_div_iff₀ hpi).mp (by linarith)
  have h4 : k * R < ((n : ℝ) + 1 / 2) * π := (div_lt_iff₀ hpi).mp (by linarith)
  -- the peak sits where k x is a half-integer multiple of π
  obtain ⟨x, hkx⟩ : ∃ x : ℝ, k * x = ((n : ℝ) + 1 / 2) * π :=
    ⟨((n : ℝ) + 1 / 2) * π / k, by field_simp⟩
  have hRx : R < x := lt_of_mul_lt_mul_left (by rw [hkx]; exact h4) hk.le
  have hx : 0 < x := lt_of_le_of_lt hR hRx
  refine ⟨x, hRx, ?_, ?_⟩
  · have h5 : k * (R + π / k) = k * R + π := by field_simp
    exact le_of_mul_le_mul_left (by rw [hkx, h5]; linarith) hk
  · have hcos : Real.cos (k * x) = 0 := by
      rw [Real.cos_eq_zero_iff]
      refine ⟨(n : ℤ), ?_⟩
      rw [hkx]
      push_cast
      ring
    have hsq : |Real.sin (k * x)| ^ 2 = 1 := by
      have h := Real.sin_sq_add_cos_sq (k * x)
      rw [hcos] at h
      rw [sq_abs]
      linarith
    have hsin : |Real.sin (k * x)| = 1 := by
      apply le_antisymm (Real.abs_sin_le_one _)
      nlinarith [abs_nonneg (Real.sin (k * x)), Real.abs_sin_le_one (k * x)]
    rw [norm_densityMatrix k hx.ne', hsin, abs_of_pos hx]
```

In the proof, `h3` and `h4` are the two inequalities above, `hkx` fixes the point, and `hcos`, `hsq` and `hsin` go from the vanishing cosine to the unit sine. `hk` is used to divide by $k$; `hR` makes the integer part a natural number and the separation positive.

With $k=0$ the density matrix vanishes everywhere and there are no peaks. With $R$ far enough below zero, the window contains only negative separations, where $1/(\pi x)$ is negative and cannot equal a modulus.

## A weight that outgrows $x$

Let $w$ be a real function with $w(x)/x\to\infty$ as $x\to\infty$. It stands for a proposed decay law: if $|\rho|$ fell at least as fast as $1/w$, the product $w|\rho|$ would stay bounded.

Suppose that $w(x)|\rho(x)|\le M$ for all $x>a$. By the growth condition there is an $R$ with $w(x)/x\ge M\pi+1$ for all $x\ge R$. Choose a peak $x$ beyond $a$, $R$ and 0. There the assumed bound reads $w(x)/(\pi x)\le M$, that is $w(x)/x\le M\pi$, a contradiction.

```lean
/-- For `k > 0` and a weight `w` with `w(x)/x → ∞`, the product of `w` and the magnitude of the
density matrix is unbounded on every half-line `x > a`. -/
theorem not_bounded_of_superlinear {k : ℝ} (hk : 0 < k) (w : ℝ → ℝ)
    (hw : Tendsto (fun x => w x / x) atTop atTop) (a : ℝ) :
    ¬ ∃ M, ∀ x > a, w x * ‖densityMatrix k x‖ ≤ M := by
  rintro ⟨M, hM⟩
  obtain ⟨R, hR⟩ := eventually_atTop.mp (hw.eventually_ge_atTop (M * π + 1))
  -- choose a peak beyond both a and R
  obtain ⟨x, hx, -, hpeak⟩ := exists_peak hk (le_max_right (max a R) 0)
  have hx0 : 0 < x := lt_of_le_of_lt (le_max_right _ _) hx
  have hmax : max a R < x := lt_of_le_of_lt (le_max_left _ _) hx
  have hax : a < x := lt_of_le_of_lt (le_max_left _ _) hmax
  have hRx : R ≤ x := (lt_of_le_of_lt (le_max_right _ _) hmax).le
  have h1 := hM x hax
  have h2 : w x * (1 / (π * x)) = w x / x / π := by
    have hpi := Real.pi_ne_zero
    field_simp
  rw [hpeak, h2, div_le_iff₀ Real.pi_pos] at h1
  linarith [hR x hRx]
```

The hypothesis `hw` states the growth condition as a limit, and `R` is extracted from it. The peak comes from `exists_peak`, which is where `hk` enters. The growth condition makes $w$ positive at large $x$; nothing else, such as continuity, is assumed about it.

Without the growth condition the conclusion can fail: for $w(x)=x$ the product is $|\sin(kx)|/\pi$ on $x>0$, which never exceeds $1/\pi$.

## A positive decay rate, $c>0$

Exponential decay at rate $c$ would mean $|\rho(x)|\le Me^{-cx}$ for some constant $M$ and all $x>0$. To exclude it for every $c>0$, it is enough that $e^{cx}$ outgrows $x$. From $e^y\ge1+y+y^2/2$ for $y\ge0$, with $y=cx$,

$$\frac{e^{cx}}{x}\ge\frac{c^2}{2}\,x\to\infty\qquad(x>0).$$

```lean
/-- The free-electron density matrix does not decay exponentially: for `k > 0` and any rate
`c > 0`, `exp(cx)` times its magnitude is unbounded on `x > 0`. -/
theorem not_exponential_decay {k c : ℝ} (hk : 0 < k) (hc : 0 < c) :
    ¬ ∃ M, ∀ x > 0, Real.exp (c * x) * ‖densityMatrix k x‖ ≤ M := by
  refine not_bounded_of_superlinear hk (fun x => Real.exp (c * x)) ?_ 0
  have hlin : Tendsto (fun x : ℝ => c ^ 2 / 2 * x) atTop atTop :=
    tendsto_id.const_mul_atTop (by positivity)
  refine tendsto_atTop_mono' atTop ?_ hlin
  filter_upwards [eventually_gt_atTop (0 : ℝ)] with x hx
  -- the quadratic term of the exponential already outgrows x
  have hcx : 0 < c * x := mul_pos hc hx
  have h := Real.quadratic_le_exp_of_nonneg hcx.le
  rw [le_div_iff₀ hx]
  nlinarith
```

The theorem says that no real `M` bounds $e^{cx}|\rho(x)|$ on all of $x>0$. Its proof applies the previous result with $a=0$; `hlin` is the divergence of the linear lower bound, which needs $c\neq0$, and `hcx` uses the sign of $c$ to make the quadratic estimate available.

For $c\le0$ the statement is false: the weight is at most 1 on $x>0$, and $|\rho(x)|\le k/\pi$ because the integrand has modulus 1.

## Powers up to the first, $p\le1$

The exponent $p$ measures algebraic decay. If $p\le1$ and $x>1$, then $x^p\le x$, and the envelope gives $x^p|\rho(x)|\le1/\pi$. If $p>1$, then $x^p/x=x^{p-1}\to\infty$, and the product is unbounded.

```lean
/-- For `k > 0`, `x^p` times the magnitude of the density matrix is bounded on `x > 1` exactly
when `p ≤ 1`. -/
theorem power_bounded_iff {k : ℝ} (hk : 0 < k) (p : ℝ) :
    (∃ M, ∀ x > 1, x ^ p * ‖densityMatrix k x‖ ≤ M) ↔ p ≤ 1 := by
  constructor
  · intro h
    by_contra hp
    have hp' : 0 < p - 1 := by linarith [not_le.mp hp]
    refine not_bounded_of_superlinear hk (fun x => x ^ p) ?_ 1 h
    refine (tendsto_rpow_atTop hp').congr' ?_
    filter_upwards [eventually_gt_atTop (0 : ℝ)] with x hx
    exact Real.rpow_sub_one hx.ne' p
  · intro hp
    refine ⟨1 / π, fun x hx => ?_⟩
    have hx0 : 0 < x := by linarith
    have h1 : x ^ p ≤ x := by
      have h := Real.rpow_le_rpow_of_exponent_le (le_of_lt hx) hp
      rwa [Real.rpow_one] at h
    calc x ^ p * ‖densityMatrix k x‖ ≤ x * (1 / (π * x)) :=
          mul_le_mul h1 (norm_densityMatrix_le k hx0) (norm_nonneg _) hx0.le
      _ = 1 / π := by
          have hpi := Real.pi_ne_zero
          field_simp
```

The theorem joins both directions in an equivalence. The first branch of the proof assumes $p>1$ and applies `not_bounded_of_superlinear` with $a=1$; the second supplies the explicit bound $1/\pi$. Only the first needs `hk`: for an empty Fermi sea the product is zero for every $p$. Restricting to $x>1$ keeps the comparison $x^p\le x$ valid and leaves out the origin, where negative powers diverge.

## A positive tolerance, $\varepsilon>0$

Here $\varepsilon$ is the largest matrix element that one is willing to neglect, and $R\ge0$ is the radius beyond which elements are dropped. If $R\ge1/(\pi\varepsilon)$, every $x>R$ satisfies $|\rho(x)|\le1/(\pi x)\le\varepsilon$. Conversely, suppose that all elements beyond $R$ are at most $\varepsilon$. The window $(R,R+\pi/k]$ contains a peak $x$, so $1/(\pi x)\le\varepsilon$ and

$$\frac{1}{\pi\varepsilon}\le x\le R+\frac{\pi}{k}.$$

```lean
/-- For `k > 0`, tolerance `ε > 0` and cutoff `R ≥ 0`: if `R ≥ 1/(πε)`, all elements beyond `R`
have magnitude at most `ε`; if all elements beyond `R` do, then `R + π/k ≥ 1/(πε)`. -/
theorem cutoff_radius {k ε R : ℝ} (hk : 0 < k) (hε : 0 < ε) (hR : 0 ≤ R) :
    (1 / (π * ε) ≤ R → ∀ x > R, ‖densityMatrix k x‖ ≤ ε) ∧
    ((∀ x > R, ‖densityMatrix k x‖ ≤ ε) → 1 / (π * ε) ≤ R + π / k) := by
  have hpi := Real.pi_pos
  constructor
  · intro h x hx
    have hx0 : 0 < x := lt_of_le_of_lt hR hx
    refine (norm_densityMatrix_le k hx0).trans ?_
    have h1 : 1 / (π * ε) ≤ x := h.trans (le_of_lt hx)
    rw [div_le_iff₀ (mul_pos hpi hε)] at h1
    rw [div_le_iff₀ (mul_pos hpi hx0)]
    linarith
  · intro h
    obtain ⟨x, hx, hxk, hpeak⟩ := exists_peak hk hR
    have hx0 : 0 < x := lt_of_le_of_lt hR hx
    have h1 := h x hx
    rw [hpeak, div_le_iff₀ (mul_pos hpi hx0)] at h1
    refine le_trans ?_ hxk
    rw [div_le_iff₀ (mul_pos hpi hε)]
    linarith

end FreeElectronDensityMatrix
```

The two halves of the proof use `norm_densityMatrix_le` and `exists_peak` respectively, and `hε` allows the inequalities to be rearranged. With $\varepsilon=0$ no finite radius would do, since peaks occur beyond every $R$. The condition $R\ge0$ matters in the second half: for $\varepsilon=k/\pi$ every element is within tolerance, so a very negative $R$ would meet the assumption and violate the conclusion.

For reduced-scaling methods that truncate the density matrix, this means that in the non-interacting, one-dimensional, zero-temperature model the required radius grows like $1/\varepsilon$ as the tolerance is tightened. An exponential bound on the elements would let a radius growing like $\log(1/\varepsilon)$ suffice.

```lean
#print axioms FreeElectronDensityMatrix.densityMatrix_zero
-- 'FreeElectronDensityMatrix.densityMatrix_zero' depends on axioms: [propext, Classical.choice, Quot.sound]
#print axioms FreeElectronDensityMatrix.not_exponential_decay
-- 'FreeElectronDensityMatrix.not_exponential_decay' depends on axioms: [propext, Classical.choice, Quot.sound]
#print axioms FreeElectronDensityMatrix.power_bounded_iff
-- 'FreeElectronDensityMatrix.power_bounded_iff' depends on axioms: [propext, Classical.choice, Quot.sound]
#print axioms FreeElectronDensityMatrix.cutoff_radius
-- 'FreeElectronDensityMatrix.cutoff_radius' depends on axioms: [propext, Classical.choice, Quot.sound]
```
